# The third-order coefficient of free-energy perturbation on a finite set of states is β²⟨(V − ⟨V⟩₀)³⟩₀/6

## Two levels

Take two levels, numbered 0 and 1, with energies 0 and ε at inverse temperature β = 1/(k_B T). Shift level 1 by t w, where w is a fixed energy and t a dimensionless coupling. The free energy F(t) and the population p(t) of level 1 are

F(t) = −(1/β) ln(1 + exp(−β(ε + t w)))

p(t) = exp(−β(ε + t w)) / (1 + exp(−β(ε + t w)))

Differentiating in t gives F′ = w p and p′ = −β w p(1 − p), and therefore

F″ = −β w² p(1 − p)

F‴ = β² w³ p(1 − p)(1 − 2p)

The perturbation V takes the value 0 with probability 1 − p and w with probability p. Its mean is w p, its variance w² p(1 − p), and its third central moment w³ p(1 − p)(1 − 2p). These three quantities are the first three cumulants of V. The first derivative is thus the mean of V, the second and third each bring a further factor −β and the next cumulant of V, and the t³ coefficient of F is β²/6 times the third central moment at t = 0. The same chain holds for any finite nonempty set of states when β ≠ 0.

## Ensembles on a finite set

The states i form a finite type `ι`, and energies and observables are real functions on it.

```lean
import Mathlib

open Filter Topology

namespace ThirdOrderFreeEnergyPerturbation

noncomputable section

variable {ι : Type*} [Fintype ι]
```

For energies U the partition function and the free energy are

Z = Σᵢ exp(−β Uᵢ),  F = −(1/β) ln Z

Degenerate levels are represented by distinct states of equal energy.

```lean
/-- Partition function `Z = ∑ exp(-β U)` of a finite set of states with energies `U`. -/
def Z (β : ℝ) (U : ι → ℝ) : ℝ := ∑ i, Real.exp (-β * U i)

/-- Free energy `F = -(1/β) log Z`. -/
def freeEnergy (β : ℝ) (U : ι → ℝ) : ℝ := -(1 / β) * Real.log (Z β U)
```

For an observable A, the Boltzmann sum S_A is unnormalised and the canonical average ⟨A⟩ is normalised:

S_A = Σᵢ Aᵢ exp(−β Uᵢ),  ⟨A⟩ = S_A / Z

```lean
/-- Unnormalised Boltzmann sum `∑ A exp(-β U)` of an observable `A`. -/
def boltzSum (β : ℝ) (U A : ι → ℝ) : ℝ := ∑ i, A i * Real.exp (-β * U i)

/-- Canonical average `⟨A⟩` in the ensemble with energies `U`. -/
def avg (β : ℝ) (U A : ι → ℝ) : ℝ := boltzSum β U A / Z β U
```

The variance ⟨(A − ⟨A⟩)²⟩ and the third central moment ⟨(A − ⟨A⟩)³⟩ are defined as averages about the mean. The latter is not divided by a power of the standard deviation, so it has the dimension of A³.

```lean
/-- Canonical variance `⟨(A - ⟨A⟩)²⟩`. -/
def variance (β : ℝ) (U A : ι → ℝ) : ℝ := avg β U fun i => (A i - avg β U A) ^ 2

/-- Canonical third central moment `⟨(A - ⟨A⟩)³⟩`. -/
def thirdMoment (β : ℝ) (U A : ι → ℝ) : ℝ := avg β U fun i => (A i - avg β U A) ^ 3
```

The coupling is linear: the energies are Uᵢ + t Vᵢ. Write ⟨·⟩ₜ, Z(t), S_A(t) and F(t) for the quantities at coupling t, and m(t), v(t), κ(t) for the mean, variance and third central moment of V in that ensemble. Without an argument, m, v and κ are the values at t = 0.

```lean
/-- Perturbed energies `U + t V` at coupling strength `t`. -/
def perturbed (U V : ι → ℝ) (t : ℝ) : ι → ℝ := fun i => U i + t * V i
```

The second-order estimate of F(t) − F(0) is t m − β t² v/2. What it leaves over is

R(t) = F(t) − F(0) − t m + β t² v/2

In `secondOrderRemainder`, F(0), m and v are evaluated with the unperturbed energies `U`.

```lean
/-- What is left of `F(t) - F(0)` after the second-order estimate `t m - β t² v / 2`,
with `m` and `v` the mean and variance of `V` in the unperturbed ensemble. -/
def secondOrderRemainder (β : ℝ) (U V : ι → ℝ) (t : ℝ) : ℝ :=
  freeEnergy β (perturbed U V t) - freeEnergy β U - t * avg β U V
    + β * t ^ 2 * variance β U V / 2
```

The function `twoLevel e` is 0 on level 0 and `e` on level 1, so it describes both the energies (0, ε) and the perturbation (0, w).

```lean
/-- Values on two levels: `0` on the first and `e` on the second. -/
def twoLevel (e : ℝ) : Fin 2 → ℝ := ![0, e]
```

## Derivatives of averages with respect to the coupling

Z is a sum of positive terms with at least one term, so Z > 0. This permits the divisions by Z and the derivative of ln Z below.

```lean
/-- The partition function of a nonempty finite system is positive. -/
theorem Z_pos [Nonempty ι] (β : ℝ) (U : ι → ℝ) : 0 < Z β U :=
  Finset.sum_pos (fun _ _ => Real.exp_pos _) Finset.univ_nonempty
```

The exponent −β(Uᵢ + t Vᵢ) has derivative −β Vᵢ, and a finite sum is differentiated term by term:

dS_A/dt = −β Σᵢ Aᵢ Vᵢ exp(−β(Uᵢ + t Vᵢ)) = −β S_AV

Here AV is the product observable AᵢVᵢ. `HasDerivAt f f' t` says that f is differentiable at t with derivative f′. In the proof `h1` is the derivative of the exponent, `h1.exp` the chain rule and `HasDerivAt.fun_sum` the sum over states.

```lean
/-- The coupling derivative of the Boltzmann sum of `A` is `-β` times the Boltzmann sum
of `A V`. -/
theorem hasDerivAt_boltzSum (β : ℝ) (U V A : ι → ℝ) (t : ℝ) :
    HasDerivAt (fun s => boltzSum β (perturbed U V s) A)
      (-β * boltzSum β (perturbed U V t) fun i => A i * V i) t := by
  unfold boltzSum
  rw [Finset.mul_sum]
  refine HasDerivAt.fun_sum fun i _ => ?_
  have h1 : HasDerivAt (fun s => -β * perturbed U V s i) (-β * V i) t :=
    ((((hasDerivAt_id' t).mul_const (V i)).const_add (U i)).const_mul (-β)).congr_deriv
      (by ring)
  exact (h1.exp.const_mul (A i)).congr_deriv (by ring)
```

The choice A = 1 gives Z′ = −β S_V, which is `hD`. The quotient rule, `fun_div`, then yields

d⟨A⟩ₜ/dt = (−β S_AV Z + β S_A S_V)/Z² = −β(⟨AV⟩ₜ − ⟨A⟩ₜ⟨V⟩ₜ)

```lean
/-- The coupling derivative of `⟨A⟩_t` is `-β (⟨A V⟩_t - ⟨A⟩_t ⟨V⟩_t)`. -/
theorem hasDerivAt_avg [Nonempty ι] (β : ℝ) (U V A : ι → ℝ) (t : ℝ) :
    HasDerivAt (fun s => avg β (perturbed U V s) A)
      (-β * (avg β (perturbed U V t) (fun i => A i * V i)
        - avg β (perturbed U V t) A * avg β (perturbed U V t) V)) t := by
  have hZ := (Z_pos β (perturbed U V t)).ne'
  have hD : HasDerivAt (fun s => Z β (perturbed U V s))
      (-β * boltzSum β (perturbed U V t) V) t := by
    simpa only [boltzSum, Z, one_mul] using hasDerivAt_boltzSum β U V (fun _ => 1) t
  -- quotient rule for (Boltzmann sum) / Z
  refine ((hasDerivAt_boltzSum β U V A t).fun_div hD hZ).congr_deriv ?_
  simp only [avg]
  field_simp
  ring
```

To recognise cumulants in such expressions, expand about an arbitrary number c:

⟨(A − c)²⟩ = ⟨A²⟩ − 2c⟨A⟩ + c²

⟨(A − c)³⟩ = ⟨A³⟩ − 3c⟨A²⟩ + 3c²⟨A⟩ − c³

These identities, multiplied by Z, are `h2` and `h3`. Setting c = ⟨A⟩ gives the variance ⟨A²⟩ − ⟨A⟩² and the third central moment ⟨A³⟩ − 3⟨A⟩⟨A²⟩ + 2⟨A⟩³.

```lean
/-- Central moments in terms of raw moments: the variance is `⟨A²⟩ - ⟨A⟩²` and the third
central moment is `⟨A³⟩ - 3 ⟨A⟩ ⟨A²⟩ + 2 ⟨A⟩³`. -/
theorem central_moments [Nonempty ι] (β : ℝ) (U A : ι → ℝ) :
    variance β U A = avg β U (fun i => A i * A i) - avg β U A * avg β U A ∧
    thirdMoment β U A = avg β U (fun i => A i * A i * A i)
      - 3 * avg β U A * avg β U (fun i => A i * A i) + 2 * avg β U A ^ 3 := by
  have hZ := (Z_pos β U).ne'
  have h2 : ∀ m : ℝ, boltzSum β U (fun i => (A i - m) ^ 2)
      = boltzSum β U (fun i => A i * A i) - 2 * m * boltzSum β U A + m ^ 2 * Z β U := by
    intro m
    simp only [boltzSum, Z, Finset.mul_sum, ← Finset.sum_sub_distrib,
      ← Finset.sum_add_distrib]
    exact Finset.sum_congr rfl fun i _ => by ring
  have h3 : ∀ m : ℝ, boltzSum β U (fun i => (A i - m) ^ 3)
      = boltzSum β U (fun i => A i * A i * A i) - 3 * m * boltzSum β U (fun i => A i * A i)
        + 3 * m ^ 2 * boltzSum β U A - m ^ 3 * Z β U := by
    intro m
    simp only [boltzSum, Z, Finset.mul_sum, ← Finset.sum_sub_distrib,
      ← Finset.sum_add_distrib]
    exact Finset.sum_congr rfl fun i _ => by ring
  simp only [variance, thirdMoment, avg, h2, h3]
  constructor <;> field_simp <;> ring
```

## From free energy to mean, variance and third moment

At every t, the derivative of the logarithm and the cancellation of β against 1/β give

F′(t) = −(1/β) Z′/Z = S_V/Z = m(t)

This cancellation is where β ≠ 0 enters. The rule for averages with A = V gives

m′(t) = −β(⟨V²⟩ₜ − ⟨V⟩ₜ²) = −β v(t)

With A = V² and the product rule for ⟨V⟩ₜ²,

v′(t) = −β(⟨V³⟩ₜ − ⟨V²⟩ₜ⟨V⟩ₜ) + 2β⟨V⟩ₜ(⟨V²⟩ₜ − ⟨V⟩ₜ²)

= −β(⟨V³⟩ₜ − 3⟨V⟩ₜ⟨V²⟩ₜ + 2⟨V⟩ₜ³) = −β κ(t)

The three bullets of the proof are these three derivatives. In the last, `e` rewrites the variance in raw moments as a function of the coupling, so that `h2` and `h1` (the cases A = V² and A = V) apply.

```lean
/-- At every coupling `t`: the derivative of `F` is `⟨V⟩_t`, that of `⟨V⟩_t` is `-β` times
the variance of `V`, and that of the variance is `-β` times the third central moment. -/
theorem cumulant_ladder [Nonempty ι] {β : ℝ} (hβ : β ≠ 0) (U V : ι → ℝ) (t : ℝ) :
    HasDerivAt (fun s => freeEnergy β (perturbed U V s)) (avg β (perturbed U V t) V) t ∧
    HasDerivAt (fun s => avg β (perturbed U V s) V)
      (-β * variance β (perturbed U V t) V) t ∧
    HasDerivAt (fun s => variance β (perturbed U V s) V)
      (-β * thirdMoment β (perturbed U V t) V) t := by
  have hZ := (Z_pos β (perturbed U V t)).ne'
  have hD : HasDerivAt (fun s => Z β (perturbed U V s))
      (-β * boltzSum β (perturbed U V t) V) t := by
    simpa only [boltzSum, Z, one_mul] using hasDerivAt_boltzSum β U V (fun _ => 1) t
  have h1 := hasDerivAt_avg β U V V t
  have h2 := hasDerivAt_avg β U V (fun i => V i * V i) t
  refine ⟨((hD.log hZ).const_mul (-(1 / β))).congr_deriv ?_, h1.congr_deriv ?_, ?_⟩
  · simp only [avg]
    field_simp
  · rw [(central_moments β (perturbed U V t) V).1]
  · have e : (fun s => variance β (perturbed U V s) V)
        = fun s => avg β (perturbed U V s) (fun i => V i * V i)
          - avg β (perturbed U V s) V * avg β (perturbed U V s) V :=
      funext fun s => (central_moments β (perturbed U V s) V).1
    rw [e, (central_moments β (perturbed U V t) V).2]
    exact (h2.fun_sub (h1.fun_mul h1)).congr_deriv (by ring)
```

## The limit of R(t)/t³

One step of l'Hôpital's rule raises the order of vanishing by one. Let g be differentiable everywhere with g(0) = 0, let n be a natural number, and suppose g′(t)/tⁿ → L as nonzero t → 0. Both g and tⁿ⁺¹ tend to zero, and the ratio of their derivatives is g′(t)/((n + 1)tⁿ), so

g(t)/tⁿ⁺¹ → L/(n + 1)

The filter `𝓝[≠] 0` expresses the approach to 0 from both sides through nonzero values. The bullets supply the derivative of tⁿ⁺¹, its nonvanishing away from 0, the two limits at 0 and the limit of the ratio.

```lean
/-- If `g(0) = 0`, `g` has derivative `g'` everywhere and `g'(t)/tⁿ → L` as nonzero `t → 0`,
then `g(t)/tⁿ⁺¹ → L/(n+1)`. -/
theorem integrate_order {g g' : ℝ → ℝ} {L : ℝ} (n : ℕ) (h0 : g 0 = 0)
    (hg : ∀ t, HasDerivAt g (g' t) t)
    (hL : Tendsto (fun t => g' t / t ^ n) (𝓝[≠] 0) (𝓝 L)) :
    Tendsto (fun t => g t / t ^ (n + 1)) (𝓝[≠] 0) (𝓝 (L / ((n : ℝ) + 1))) := by
  refine HasDerivAt.lhopital_zero_nhdsNE (f := g) (f' := g') (g := fun t => t ^ (n + 1))
    (g' := fun t => ((n : ℝ) + 1) * t ^ n) (Eventually.of_forall hg)
    (Eventually.of_forall fun t => ?_) ?_ ?_ ?_ ?_
  · simpa using hasDerivAt_pow (n + 1) t
  · filter_upwards [self_mem_nhdsWithin] with t ht
    exact mul_ne_zero (by positivity) (pow_ne_zero _ ht)
  · have h := (hg 0).continuousAt.tendsto
    rw [h0] at h
    exact h.mono_left nhdsWithin_le_nhds
  · have h : Tendsto (fun t : ℝ => t ^ (n + 1)) (𝓝 0) (𝓝 (0 ^ (n + 1))) :=
      (continuous_pow _).tendsto 0
    rw [zero_pow (Nat.succ_ne_zero n)] at h
    exact h.mono_left nhdsWithin_le_nhds
  · refine (hL.div_const ((n : ℝ) + 1)).congr fun t => ?_
    rw [div_div, mul_comm]
```

Differentiating R twice gives

R′(t) = m(t) − m + β t v

R″(t) = −β(v(t) − v)

with R(0) = R′(0) = 0. The quotient (v(t) − v)/t is the difference quotient of the variance at 0 and tends to −βκ. Hence

R″(t)/t → β²κ,  R′(t)/t² → β²κ/2,  R(t)/t³ → β²κ/6

In the proof `h` is the difference quotient, and the three limits are `h2`, `h1` (`integrate_order` with n = 1) and `h0` (n = 2).

```lean
/-- Third-order coefficient of free-energy perturbation:
`(F(t) - F(0) - t m + β t² v / 2) / t³` tends to `β² ⟨(V - m)³⟩₀ / 6` as nonzero `t → 0`. -/
theorem third_order_coefficient [Nonempty ι] {β : ℝ} (hβ : β ≠ 0) (U V : ι → ℝ) :
    Tendsto (fun t => secondOrderRemainder β U V t / t ^ 3) (𝓝[≠] 0)
      (𝓝 (β ^ 2 * thirdMoment β U V / 6)) := by
  have hp0 : perturbed U V 0 = U := funext fun i => by simp [perturbed]
  -- second derivative of the remainder: difference quotient of the variance
  have h := hasDerivAt_iff_tendsto_slope_zero.1 (cumulant_ladder hβ U V 0).2.2
  simp only [zero_add, smul_eq_mul, hp0] at h
  have h2 : Tendsto (fun t => (-β * variance β (perturbed U V t) V + β * variance β U V)
      / t ^ 1) (𝓝[≠] 0) (𝓝 (-β * (-β * thirdMoment β U V))) :=
    (h.const_mul (-β)).congr fun t => by ring
  -- first derivative of the remainder
  have h1 := integrate_order
    (g := fun t => avg β (perturbed U V t) V - avg β U V + β * t * variance β U V) 1
    (by simp [hp0])
    (fun t => (((cumulant_ladder hβ U V t).2.1.sub_const (avg β U V)).fun_add
      (((hasDerivAt_id' t).const_mul β).mul_const (variance β U V))).congr_deriv (by ring))
    h2
  -- the remainder itself
  have hd : ∀ t, HasDerivAt (secondOrderRemainder β U V)
      (avg β (perturbed U V t) V - avg β U V + β * t * variance β U V) t := by
    intro t
    have hsq : HasDerivAt (fun s : ℝ => s ^ 2) (2 * t) t := by simpa using hasDerivAt_pow 2 t
    exact ((((cumulant_ladder hβ U V t).1.sub_const (freeEnergy β U)).fun_sub
      ((hasDerivAt_id' t).mul_const (avg β U V))).fun_add
      (((hsq.const_mul β).mul_const (variance β U V)).div_const 2)).congr_deriv (by ring)
  have h0 := integrate_order 2 (by simp [secondOrderRemainder, hp0]) hd h1
  have e : β ^ 2 * thirdMoment β U V / 6
      = -β * (-β * thirdMoment β U V) / (((1 : ℕ) : ℝ) + 1) / (((2 : ℕ) : ℝ) + 1) := by
    push_cast
    ring
  rw [e]
  exact h0
```

In words, for every finite nonempty set of states, every real β ≠ 0 and all real U and V, the quotient R(t)/t³ tends to β²⟨(V − m)³⟩₀/6. Positive temperature is the case β > 0, and negative β, a population-inverted ensemble, is covered as well. With a single state V = m, so R vanishes identically and the limit is 0. The theorem is a limit: it gives no error bound at a fixed t such as t = 1, and it says nothing on higher orders or on convergence of the cumulant series.

In free-energy perturbation the second-order estimate needs only the mean and variance of V in the reference ensemble, and for a finite state set with linear coupling and exact, unsampled averages the theorem identifies the t³ term of the error of that estimate, which is the leading error at small t when κ ≠ 0. For a finite-dimensional quantum system it applies when the reference Hamiltonian and the perturbation commute, with i labelling common eigenstates.

Limits are unique, so R(t)/t³ → 0 forces β²κ/6 = 0 and, since β² ≠ 0, κ = 0. The converse is a substitution. The condition concerns the third central moment alone and does not require a Gaussian or symmetric distribution of V.

```lean
/-- The second-order remainder divided by `t³` tends to zero exactly when the third central
moment of `V` in the unperturbed ensemble vanishes. -/
theorem remainder_negligible_iff [Nonempty ι] {β : ℝ} (hβ : β ≠ 0) (U V : ι → ℝ) :
    Tendsto (fun t => secondOrderRemainder β U V t / t ^ 3) (𝓝[≠] 0) (𝓝 0)
      ↔ thirdMoment β U V = 0 := by
  have hm := third_order_coefficient hβ U V
  constructor
  · intro h
    have h1 := tendsto_nhds_unique h hm
    have h2 : β ^ 2 * thirdMoment β U V = 0 := by linarith
    exact (mul_eq_zero.1 h2).resolve_left (pow_ne_zero 2 hβ)
  · intro h
    rwa [h, mul_zero, zero_div] at hm
```

## Two levels from the general theorem

Let β ≠ 0, as in the general theorem. Now p denotes the population of level 1 at t = 0, and `hp` only gives it this name. An observable that vanishes on level 0 has average A₁ p (`hav`), so ⟨Vᵏ⟩₀ = wᵏ p for k = 1, 2, 3, and

κ = w³(p − 3p² + 2p³) = w³ p(1 − p)(1 − 2p)

This agrees with F‴(0)/β² from the direct differentiation, and it vanishes for degenerate levels, where ε = 0 and p = 1/2.

```lean
/-- Two levels with energies `0, ε`, perturbation `0, w` and `p = e^{-βε}/(1 + e^{-βε})`:
the second-order remainder divided by `t³` tends to `β² w³ p (1 - p) (1 - 2p) / 6`. -/
theorem two_level_coefficient {β : ℝ} (hβ : β ≠ 0) (ε w p : ℝ)
    (hp : p = Real.exp (-β * ε) / (1 + Real.exp (-β * ε))) :
    Tendsto (fun t => secondOrderRemainder β (twoLevel ε) (twoLevel w) t / t ^ 3) (𝓝[≠] 0)
      (𝓝 (β ^ 2 * (w ^ 3 * (p * (1 - p) * (1 - 2 * p))) / 6)) := by
  have e0 : ∀ e, twoLevel e 0 = 0 := fun _ => rfl
  have e1 : ∀ e, twoLevel e 1 = e := fun _ => rfl
  have hav : ∀ A : Fin 2 → ℝ, A 0 = 0 → avg β (twoLevel ε) A = A 1 * p := by
    intro A hA
    simp only [avg, boltzSum, Z, Fin.sum_univ_two, hA, hp, e0, e1, mul_zero, Real.exp_zero,
      zero_mul, zero_add, mul_div_assoc]
  have h1 := hav (twoLevel w) (e0 w)
  have h2 := hav (fun i => twoLevel w i * twoLevel w i) (by simp [e0])
  have h3 := hav (fun i => twoLevel w i * twoLevel w i * twoLevel w i) (by simp [e0])
  have hk : thirdMoment β (twoLevel ε) (twoLevel w)
      = w ^ 3 * (p * (1 - p) * (1 - 2 * p)) := by
    rw [(central_moments β (twoLevel ε) (twoLevel w)).2, h3, h2, h1]
    simp only [e1]
    ring
  rw [← hk]
  exact third_order_coefficient hβ _ _

end

end ThirdOrderFreeEnergyPerturbation
```

```lean
#print axioms ThirdOrderFreeEnergyPerturbation.third_order_coefficient
#print axioms ThirdOrderFreeEnergyPerturbation.remainder_negligible_iff
#print axioms ThirdOrderFreeEnergyPerturbation.two_level_coefficient
```

```
'ThirdOrderFreeEnergyPerturbation.third_order_coefficient' depends on axioms: [propext, Classical.choice, Quot.sound]
'ThirdOrderFreeEnergyPerturbation.remainder_negligible_iff' depends on axioms: [propext, Classical.choice, Quot.sound]
'ThirdOrderFreeEnergyPerturbation.two_level_coefficient' depends on axioms: [propext, Classical.choice, Quot.sound]
```

## Population one quarter

The numbers and the two failing cases that follow are ordinary arithmetic and have no Lean proof behind them. Take β = 1, ε = ln 3 and w = 1, so that p = 1/4, m = 1/4, v = 3/16 and κ = 3/32. The limit is κ/6 = 1/64 = 0.015625. The exact difference is

F(t) − F(0) = −ln(3/4 + exp(−t)/4)

At t = 0.1 this is −ln(0.976209355) ≈ 0.024078213, and the second-order estimate is 0.025 − 0.0009375 = 0.0240625. Thus R ≈ 1.5713 × 10⁻⁵ and R/t³ ≈ 0.015713, within one percent of the limit.

## Infinite temperature and infinitely many states

At β = 0 the expression −(1/β) ln Z has no meaning, and Lean's convention 1/0 = 0 makes `freeEnergy` identically zero. For two levels with w = 1 the weights are equal, m = 1/2 and R(t) = −t/2, so R(t)/t³ = −1/(2t²) diverges, whereas the formula would predict 0.

Finiteness matters for the two-sided limit. For states j = 0, 1, 2, … with Uⱼ = j, Vⱼ = j² and β = 1, every moment of V at t = 0 is finite. For each t < 0, however, the terms exp(−j − t j²) grow without bound, so Z(t) diverges and F(t) does not exist on that side.
